# The spectral norm of a Kronecker product of finite complex matrices is the product of the spectral norms

Q: You say that $\|A\otimes B\|=\|A\|\,\|B\|$ for all finite complex rectangular matrices $A$ and $B$, with the operator norm between Euclidean spaces. I read this as saying that a product coupling between two subsystems is exactly as strong as the product of its local strengths. But a coupling acts on entangled states too. Why can't one of them be amplified more than any product state?

A: Because the coupling can be applied one subsystem at a time, and neither step can exceed its local norm, entangled or not. Let $A$ have entries $A_{ij}$ and $B$ entries $B_{kl}$, so that $A\otimes B$ has entries $A_{ij}B_{kl}$, with row label $(i,k)$ and column label $(j,l)$. The norm $\|A\|$ is the smallest $c\ge 0$ with $\|Ax\|\le c\|x\|$ for all $x$. Take any vector $z$ with amplitudes $z_{jl}$, and let $B$ act first:

$$w_{jk}=\sum_l B_{kl}z_{jl},\qquad ((A\otimes B)z)_{ik}=\sum_j A_{ij}w_{jk}.$$

For fixed $k$, the second sum is $A$ applied to an ordinary vector with index $j$. For fixed $j$, the first is $B$ applied to a vector with index $l$. Hence

$$\|(A\otimes B)z\|^2=\sum_k\sum_i\Big|\sum_j A_{ij}w_{jk}\Big|^2\le\|A\|^2\sum_j\sum_k|w_{jk}|^2\le\|A\|^2\|B\|^2\sum_{j,l}|z_{jl}|^2 .$$

The last sum is $\|z\|^2$, so $\|A\otimes B\|\le\|A\|\,\|B\|$.

Q: That is an upper bound. What makes it an equality?

A: A product state reaches it. For $x\otimes y$, with amplitudes $x_jy_l$,

$$\|x\otimes y\|^2=\sum_{j,l}|x_j|^2|y_l|^2=\|x\|^2\|y\|^2,$$

$$\sum_{j,l}A_{ij}B_{kl}x_jy_l=\Big(\sum_jA_{ij}x_j\Big)\Big(\sum_lB_{kl}y_l\Big).$$

The second line says $(A\otimes B)(x\otimes y)=Ax\otimes By$. If the input space of $A$ is nonzero, its unit sphere is nonempty and compact, so the continuous function $\|Ax\|$ has a maximum there, at some $x$. Any $v\neq0$ then satisfies $\|Av\|=\|v\|\,\|A(v/\|v\|)\|\le\|Ax\|\,\|v\|$, which gives $\|Ax\|=\|A\|$. Choose $y$ for $B$ in the same way. The unit vector $x\otimes y$ is sent to a vector of norm $\|Ax\|\,\|By\|=\|A\|\,\|B\|$. If an input space is zero, the corresponding local norm is $0$ and the lower bound is trivial.

Q: Now the formal version. What are the subsystems there?

A: Finite index types. The columns of $A$ are labelled by `n` and its rows by `m`; for $B$ they are `q` and `p`. These are sets of basis labels, not numbers, and they may be empty.

In Lean 4 with Mathlib:

```lean
import Mathlib

open Matrix
open scoped Kronecker

namespace KroneckerSpectralNorm

noncomputable section

variable {m n p q : Type*} [Fintype m] [Fintype n] [Fintype p] [Fintype q]
```

Q: A matrix is only a table of numbers. Where does the Hilbert-space norm come in?

A: Through `EuclideanSpace ℂ n`, the space of amplitude vectors with norm $(\sum_j|x_j|^2)^{1/2}$. The wrapper `WithLp.toLp 2` selects this norm; plain functions `n → ℂ` carry the maximum norm in Mathlib. `toOp A` is the map $x\mapsto Ax$ between two such spaces.

```lean
/-- The operator `x ↦ A x` between finite-dimensional Euclidean spaces given by a complex
rectangular matrix `A`. -/
def toOp (A : Matrix m n ℂ) : EuclideanSpace ℂ n →L[ℂ] EuclideanSpace ℂ m :=
  LinearMap.toContinuousLinearMap
    { toFun := fun x => WithLp.toLp 2 (A *ᵥ x.ofLp)
      map_add' := by intro x y; simp [Matrix.mulVec_add]
      map_smul' := by intro c x; simp [Matrix.mulVec_smul] }
```

The strength is the operator norm of that map, the largest factor by which it can stretch a vector. For a Hermitian interaction on a nonzero space, this is the largest absolute value of an eigenvalue.

```lean
/-- The spectral norm of a matrix: the operator norm between Euclidean spaces. -/
def specNorm (A : Matrix m n ℂ) : ℝ := ‖toOp A‖
```

Product states are defined by their amplitudes, on the label set `n × q` of the composite system.

```lean
/-- The product vector `x ⊗ y` of two subsystems, with amplitudes `x j * y l`. -/
def productVec (x : EuclideanSpace ℂ n) (y : EuclideanSpace ℂ q) :
    EuclideanSpace ℂ (n × q) :=
  WithLp.toLp 2 (fun s => x s.1 * y s.2)
```

Q: Which couplings does this leave out?

A: The statement concerns a single product term `A ⊗ₖ B` on two distinguishable, finite-dimensional subsystems. An interaction $\sum_a A_a\otimes B_a$ is a different matter: the triangle inequality bounds its norm by $\sum_a\|A_a\|\,\|B_a\|$, in general without equality. Unbounded operators, such as the position of an untruncated oscillator, do not fit either. Within those limits the result is useful in simulation: error bounds for Trotter steps often contain norms of Hamiltonian terms, and for one finite-dimensional product term the norm follows from the two small matrices.

Q: Then show me that the proof is the argument you gave.

A: It starts with the norm of a product vector. The code compares squares, expands the product of the two local sums into a double sum with `Finset.sum_mul_sum`, and removes the squares because both sides are nonnegative.

```lean
/-- The norm of a product vector is the product of the local norms. -/
theorem norm_productVec (x : EuclideanSpace ℂ n) (y : EuclideanSpace ℂ q) :
    ‖productVec x y‖ = ‖x‖ * ‖y‖ := by
  have h : ‖productVec x y‖ ^ 2 = (‖x‖ * ‖y‖) ^ 2 := by
    rw [mul_pow, EuclideanSpace.norm_sq_eq, EuclideanSpace.norm_sq_eq,
      EuclideanSpace.norm_sq_eq, Finset.sum_mul_sum, Fintype.sum_prod_type]
    exact Finset.sum_congr rfl fun i _ => Finset.sum_congr rfl fun j _ => by
      simp [productVec, mul_pow]
  exact (sq_eq_sq₀ (norm_nonneg _) (mul_nonneg (norm_nonneg _) (norm_nonneg _))).1 h
```

Next comes $(A\otimes B)(x\otimes y)=Ax\otimes By$, checked amplitude by amplitude. After the sums are split, `ring` only has to reorder four factors.

```lean
/-- A product coupling acts on a product vector subsystem by subsystem:
`(A ⊗ B)(x ⊗ y) = A x ⊗ B y`. -/
theorem kronecker_productVec (A : Matrix m n ℂ) (B : Matrix p q ℂ)
    (x : EuclideanSpace ℂ n) (y : EuclideanSpace ℂ q) :
    toOp (A ⊗ₖ B) (productVec x y) = productVec (toOp A x) (toOp B y) := by
  ext ⟨i, k⟩
  change ∑ s : n × q, A i s.1 * B k s.2 * (x s.1 * y s.2)
    = (∑ j, A i j * x j) * (∑ l, B k l * y l)
  rw [Fintype.sum_prod_type, Finset.sum_mul_sum]
  exact Finset.sum_congr rfl fun j _ => Finset.sum_congr rfl fun l _ => by ring
```

The upper bound needs the defining inequality of the norm in squared form, written in amplitudes so that it can be applied to one slice of a larger array.

```lean
/-- The squared norm of `A x`, written in amplitudes, is at most the squared spectral norm
of `A` times the squared norm of `x`. -/
theorem sum_sq_le (A : Matrix m n ℂ) (x : n → ℂ) :
    ∑ i, ‖∑ j, A i j * x j‖ ^ 2 ≤ specNorm A ^ 2 * ∑ j, ‖x j‖ ^ 2 := by
  have h := pow_le_pow_left₀ (norm_nonneg _) ((toOp A).le_opNorm (WithLp.toLp 2 x)) 2
  rw [mul_pow, EuclideanSpace.norm_sq_eq, EuclideanSpace.norm_sq_eq] at h
  exact h
```

Q: And the entangled vectors?

A: They are covered by the next theorem, where `z` is an arbitrary vector of the composite space. The statement `key` is the formula in which $B$ acts first and $A$ second. The `calc` chain then follows the displayed estimate: it applies `sum_sq_le A` for each $k$, exchanges the sums with `Finset.sum_comm`, and applies `sum_sq_le B` for each $j$. `ContinuousLinearMap.opNorm_le_bound` turns a bound valid for every `z` into a bound on the norm.

```lean
/-- The strength of a product coupling on arbitrary vectors, entangled ones included, is at
most the product of the local strengths. -/
theorem specNorm_kronecker_le (A : Matrix m n ℂ) (B : Matrix p q ℂ) :
    specNorm (A ⊗ₖ B) ≤ specNorm A * specNorm B := by
  have h0 : 0 ≤ specNorm A * specNorm B := mul_nonneg (norm_nonneg _) (norm_nonneg _)
  refine ContinuousLinearMap.opNorm_le_bound _ h0 fun z => ?_
  -- B acts first on the second index, then A on the first
  have key : ∀ i k, (toOp (A ⊗ₖ B) z) (i, k) = ∑ j, A i j * ∑ l, B k l * z (j, l) := by
    intro i k
    change ∑ s : n × q, A i s.1 * B k s.2 * z s = _
    rw [Fintype.sum_prod_type]
    simp only [Finset.mul_sum, mul_assoc]
  refine (pow_le_pow_iff_left₀ (norm_nonneg _) (mul_nonneg h0 (norm_nonneg _))
    two_ne_zero).1 ?_
  calc ‖toOp (A ⊗ₖ B) z‖ ^ 2
      = ∑ k, ∑ i, ‖∑ j, A i j * ∑ l, B k l * z (j, l)‖ ^ 2 := by
        rw [EuclideanSpace.norm_sq_eq, Fintype.sum_prod_type, Finset.sum_comm]
        exact Finset.sum_congr rfl fun k _ => Finset.sum_congr rfl fun i _ =>
          congrArg (fun c : ℂ => ‖c‖ ^ 2) (key i k)
    _ ≤ ∑ k, specNorm A ^ 2 * ∑ j, ‖∑ l, B k l * z (j, l)‖ ^ 2 :=
        Finset.sum_le_sum fun k _ => sum_sq_le A (fun j => ∑ l, B k l * z (j, l))
    _ = specNorm A ^ 2 * ∑ j, ∑ k, ‖∑ l, B k l * z (j, l)‖ ^ 2 := by
        rw [← Finset.mul_sum, Finset.sum_comm]
    _ ≤ specNorm A ^ 2 * ∑ j, specNorm B ^ 2 * ∑ l, ‖z (j, l)‖ ^ 2 :=
        mul_le_mul_of_nonneg_left
          (Finset.sum_le_sum fun j _ => sum_sq_le B (fun l => z (j, l))) (sq_nonneg _)
    _ = (specNorm A * specNorm B * ‖z‖) ^ 2 := by
        rw [← Finset.mul_sum, mul_pow, mul_pow, EuclideanSpace.norm_sq_eq,
          Fintype.sum_prod_type]
        ring
```

Q: You also used a maximiser. A supremum need not be attained.

A: In finite dimension it is, by compactness: `isCompact_sphere` together with `exists_isMaxOn` supplies the maximum. The hypothesis `[Nonempty n]` guarantees that there is a unit vector at all. The rest is the rescaling $v\mapsto v/\|v\|$, with the code's `y` in the role of $v$ and the zero vector treated separately.

```lean
/-- On a nonzero input space, the spectral norm is attained at some unit vector. -/
theorem exists_unit_attaining [Nonempty n] (A : Matrix m n ℂ) :
    ∃ x : EuclideanSpace ℂ n, ‖x‖ = 1 ∧ ‖toOp A x‖ = specNorm A := by
  classical
  obtain ⟨i⟩ := ‹Nonempty n›
  have hne : (Metric.sphere (0 : EuclideanSpace ℂ n) 1).Nonempty :=
    ⟨EuclideanSpace.single i 1, by simp⟩
  -- the unit sphere is compact, so the amplification has a maximum there
  obtain ⟨x, hx, hmax⟩ := (isCompact_sphere (0 : EuclideanSpace ℂ n) 1).exists_isMaxOn hne
    (toOp A).continuous.norm.continuousOn
  have hx1 : ‖x‖ = 1 := mem_sphere_zero_iff_norm.1 hx
  refine ⟨x, hx1, le_antisymm ?_ ?_⟩
  · have h := (toOp A).le_opNorm x
    rw [hx1, mul_one] at h
    exact h
  · refine ContinuousLinearMap.opNorm_le_bound _ (norm_nonneg _) fun y => ?_
    by_cases hy : y = 0
    · simp [hy]
    have hy' : 0 < ‖y‖ := norm_pos_iff.2 hy
    have hu : ((‖y‖ : ℝ) : ℂ)⁻¹ • y ∈ Metric.sphere (0 : EuclideanSpace ℂ n) 1 := by
      rw [mem_sphere_zero_iff_norm, norm_smul, norm_inv, Complex.norm_real, norm_norm,
        inv_mul_cancel₀ hy'.ne']
    have h : ‖toOp A (((‖y‖ : ℝ) : ℂ)⁻¹ • y)‖ ≤ ‖toOp A x‖ := hmax hu
    rw [map_smul, norm_smul, norm_inv, Complex.norm_real, norm_norm,
      inv_mul_le_iff₀ hy'] at h
    linarith [mul_comm ‖y‖ ‖toOp A x‖]
```

Q: What happens at the smallest sizes?

A: With one label in every index set, $A$ and $B$ are numbers $a$ and $b$, and the theorem reads $|ab|=|a|\,|b|$. With no column labels, the only input vector is zero and the norm is $0$.

```lean
/-- A matrix with zero-dimensional input space has spectral norm zero. -/
theorem specNorm_of_isEmpty [IsEmpty n] (A : Matrix m n ℂ) : specNorm A = 0 := by
  refine le_antisymm (ContinuousLinearMap.opNorm_le_bound _ le_rfl fun x => ?_)
    (norm_nonneg _)
  have hx : x = 0 := by
    ext i
    exact isEmptyElim i
  simp [hx]
```

The main theorem therefore needs no assumption on sizes. `le_antisymm` splits the equality into two inequalities. The first is the upper bound; for the second, the empty cases are settled first, and then the coupling is evaluated on the product of the two local maximisers.

```lean
/-- The spectral norm of a product coupling `A ⊗ B` is the product of the spectral norms of
the complex rectangular matrices `A` and `B`. -/
theorem specNorm_kronecker (A : Matrix m n ℂ) (B : Matrix p q ℂ) :
    specNorm (A ⊗ₖ B) = specNorm A * specNorm B := by
  refine le_antisymm (specNorm_kronecker_le A B) ?_
  rcases isEmpty_or_nonempty n with hn | hn
  · rw [specNorm_of_isEmpty A, zero_mul]
    exact norm_nonneg _
  rcases isEmpty_or_nonempty q with hq | hq
  · rw [specNorm_of_isEmpty B, mul_zero]
    exact norm_nonneg _
  -- test the coupling on the product of the two local maximisers
  obtain ⟨x, hx, hA⟩ := exists_unit_attaining A
  obtain ⟨y, hy, hB⟩ := exists_unit_attaining B
  have h := (toOp (A ⊗ₖ B)).le_opNorm (productVec x y)
  rw [kronecker_productVec, norm_productVec, norm_productVec, hA, hB, hx, hy, mul_one,
    mul_one] at h
  exact h
```

Q: Give me numbers.

A: Take

$$A=\begin{pmatrix}1&1\\0&0\end{pmatrix},\qquad B=\begin{pmatrix}3&4\end{pmatrix},\qquad A\otimes B=\begin{pmatrix}3&4&3&4\\0&0&0&0\end{pmatrix}.$$

A matrix with a single nonzero row has the length of that row as its norm, by the Cauchy–Schwarz inequality. So $\|A\|=\sqrt2$, $\|B\|=5$ and $\|A\otimes B\|=\sqrt{9+16+9+16}=5\sqrt2$, as it should be. The local maximisers are $x=(1,1)/\sqrt2$ and $y=(3,4)/5$. Their product $(3,4,3,4)/(5\sqrt2)$ is a unit vector, and $A\otimes B$ sends it to $(5\sqrt2,0)$.

Q: So no entanglement is needed to see the full strength of the coupling?

A: For a single product term, none. The next theorem states that some product of local unit vectors reaches the norm, provided both input spaces are nonzero. It does not say that only product vectors do: for $1\otimes1$ every unit vector reaches it.

```lean
/-- On nonzero input spaces, the full strength of a product coupling is reached on a product
of two local unit vectors. -/
theorem exists_product_attaining [Nonempty n] [Nonempty q]
    (A : Matrix m n ℂ) (B : Matrix p q ℂ) :
    ∃ (x : EuclideanSpace ℂ n) (y : EuclideanSpace ℂ q), ‖x‖ = 1 ∧ ‖y‖ = 1 ∧
      ‖toOp (A ⊗ₖ B) (productVec x y)‖ = specNorm (A ⊗ₖ B) := by
  obtain ⟨x, hx, hA⟩ := exists_unit_attaining A
  obtain ⟨y, hy, hB⟩ := exists_unit_attaining B
  refine ⟨x, y, hx, hy, ?_⟩
  rw [kronecker_productVec, norm_productVec, hA, hB, specNorm_kronecker]
```

Q: One last test. An operator on my subsystem should not become stronger because a spectator exists somewhere else.

A: It does not: $\|A\otimes1\|=\|A\|$ whenever the spectator's space is nonzero. The identity maps a unit vector $y$ to itself, so its norm is $1$, and the main theorem gives the rest. With an empty spectator label set the composite space is zero and $\|A\otimes1\|=0$ whatever $A$ is, which is why `[Nonempty q]` appears.

```lean
/-- A local operator `A ⊗ 1` has the same spectral norm as `A`, if the state space of the
second subsystem is nonzero. -/
theorem specNorm_kronecker_one [DecidableEq q] [Nonempty q] (A : Matrix m n ℂ) :
    specNorm (A ⊗ₖ (1 : Matrix q q ℂ)) = specNorm A := by
  obtain ⟨y, hy, h⟩ := exists_unit_attaining (1 : Matrix q q ℂ)
  have h1 : toOp (1 : Matrix q q ℂ) y = y := by
    ext i
    exact congrFun (Matrix.one_mulVec y.ofLp) i
  rw [specNorm_kronecker, ← h, h1, hy, mul_one]

end

end KroneckerSpectralNorm
```

```lean
#print axioms KroneckerSpectralNorm.specNorm_kronecker
#print axioms KroneckerSpectralNorm.exists_product_attaining
#print axioms KroneckerSpectralNorm.specNorm_kronecker_one
```

```
'KroneckerSpectralNorm.specNorm_kronecker' depends on axioms: [propext, Classical.choice, Quot.sound]
'KroneckerSpectralNorm.exists_product_attaining' depends on axioms: [propext, Classical.choice, Quot.sound]
'KroneckerSpectralNorm.specNorm_kronecker_one' depends on axioms: [propext, Classical.choice, Quot.sound]
```
